# Exactly one orthogonal matrix makes an invertible top block of real orbital coefficients lower triangular with positive diagonal

Two closed-shell SCF runs on the same molecule, in the same basis, can converge to the same state and still print different occupied orbitals. The occupied orbitals may have been mixed among themselves, or some may have changed sign. Such a mixing leaves the density matrix as it was, so the energy gives no reason to prefer one set over another. These are the redundant rotations of orbital optimisation. Can a simple convention on the coefficients single out one set?

Let C be the real n × k coefficient matrix, with one row per basis function and one column per occupied orbital. An occupied rotation replaces C by CU, where U is a k × k orthogonal matrix. Let A be the block formed by the first k rows of C. If A is invertible, exactly one U makes the first k rows of CU lower triangular with positive diagonal. This choice is the gauge; the word has nothing to do with electromagnetic potentials here.

For real orbitals in a fixed finite basis, the result lets coefficients from two runs be compared directly once both sets are in the gauge. The step from these matrices to a closed-shell SCF calculation is that the energy depends on C only through CCᵀ. That is a property of the energy functional, and no energy appears in the Lean statements.

```lean
import Mathlib

open Matrix InnerProductSpace

namespace OccupiedGaugeFixing

variable {n k : ℕ}
```

## At least as many basis functions as orbitals

The condition k ≤ n says that the basis is large enough to hold k linearly independent orbitals. The derivation uses it once, to speak of the first k rows. In Lean, `h : k ≤ n` enters through `Fin.castLE h`, which reads row i of the block as row i of C. With k > n there would be no such block.

```lean
/-- The square block formed by the first `k` rows of an `n` by `k` coefficient matrix. -/
def topBlock (h : k ≤ n) (C : Matrix (Fin n) (Fin k) ℝ) : Matrix (Fin k) (Fin k) ℝ :=
  C.submatrix (Fin.castLE h) id
```

C is otherwise an arbitrary real matrix. Its columns need not be orthonormal, so a non-orthogonal basis with overlap matrix S is allowed: if CᵀSC = 1, then CU satisfies the same condition.

## Zeros above the diagonal, positive numbers on it

The gauge condition has two parts. The first orbital may have any coefficients below its positive leading one, the second has coefficient zero on the first basis function, the third has coefficient zero on the first two, and so on. Positivity fixes the sign of each orbital. In `IsPosLower`, the field `upper` holds the zeros and `diag` the strict inequalities; the name does not mean positive definite.

```lean
/-- A square matrix is lower triangular with positive diagonal. -/
structure IsPosLower (L : Matrix (Fin k) (Fin k) ℝ) : Prop where
  upper : ∀ i j, i < j → L i j = 0
  diag : ∀ i, 0 < L i i
```

Both parts matter for uniqueness. Without the zeros, and with k ≥ 2, the block A = 1 keeps a positive diagonal under every sufficiently small rotation. Without the signs, and with k ≥ 1, changing the sign of any column of a solution U gives another solution.

Together they determine a matrix L from LLᵀ. Suppose L and M both have this shape and LLᵀ = MMᵀ. The entry (i, j) reads

Σ_l L_il L_jl = Σ_l M_il M_jl.

Work through the columns j in order, assuming that all earlier columns agree. Terms with l < j are then equal on both sides. Terms with l > j vanish, because L_jl = M_jl = 0. What remains is

L_ij L_jj = M_ij M_jj.

For i = j this gives L_jj² = M_jj², and positivity gives L_jj = M_jj. Dividing by this number gives L_ij = M_ij for every i.

This is the argument of `cholesky_unique` below, and there both fields of `IsPosLower` do their work. It is uniqueness of a Cholesky factor; existence of the factorisation is not part of that lemma.

## Orthogonality of the rotation

The condition UᵀU = 1 says that orthonormal orbitals stay orthonormal. Sign changes are included, so det U may be −1 as well as 1. They are needed: for k = 1 and A = (−1), only U = (−1) works.

Rotating the orbitals acts on the block by the same multiplication, since for each of the first k rows

(CU)_ij = Σ_l C_il U_lj = (AU)_ij.

`topBlock_mul` records this, for any square U.

```lean
/-- Multiplying `C` on the right by a square matrix `U` multiplies the block of its first `k` rows
on the right by `U`. -/
theorem topBlock_mul (h : k ≤ n) (C : Matrix (Fin n) (Fin k) ℝ)
    (U : Matrix (Fin k) (Fin k) ℝ) : topBlock h (C * U) = topBlock h C * U := by
  ext i j
  simp [topBlock, Matrix.mul_apply]
```

Because U is square, UᵀU = 1 also gives UUᵀ = 1, and therefore

(CU)(CU)ᵀ = C UUᵀ Cᵀ = CCᵀ.

This is `density_rotate`. For doubly occupied orbitals the usual density matrix carries an extra factor 2, which changes nothing here.

```lean
/-- An orthogonal rotation among the occupied orbitals leaves the density matrix `C Cᵀ`
unchanged. -/
theorem density_rotate (C : Matrix (Fin n) (Fin k) ℝ) {U : Matrix (Fin k) (Fin k) ℝ}
    (hU : Uᵀ * U = 1) : (C * U) * (C * U)ᵀ = C * Cᵀ := by
  have hU' : U * Uᵀ = 1 := mul_eq_one_comm.1 hU
  calc (C * U) * (C * U)ᵀ = C * ((U * Uᵀ) * Cᵀ) := by
        rw [Matrix.transpose_mul]
        simp only [Matrix.mul_assoc]
    _ = C * Cᵀ := by rw [hU', Matrix.one_mul]
```

Without orthogonality, an invertible A would allow U = A⁻¹L for every L of the required shape. For k ≥ 1 that is infinitely many matrices, most of which change the density. With orthogonality, the product LLᵀ is fixed in advance at AAᵀ, and the column-by-column argument leaves one L. In the Lean proof, strong induction on the column number supplies the agreement of earlier columns, and `Finset.sum_eq_single` reduces the sum to its one surviving term.

```lean
/-- A lower triangular matrix `L` with positive diagonal is determined by `L Lᵀ`. -/
theorem cholesky_unique {L M : Matrix (Fin k) (Fin k) ℝ} (hL : IsPosLower L)
    (hM : IsPosLower M) (h : L * Lᵀ = M * Mᵀ) : L = M := by
  have key : ∀ m : ℕ, ∀ j : Fin k, j.val = m → ∀ i, L i j = M i j := by
    intro m
    induction m using Nat.strong_induction_on with
    | _ m ih =>
      intro j hj
      -- earlier columns agree and later ones do not contribute: one term is left
      have col : ∀ i, L i j * L j j = M i j * M j j := by
        intro i
        have e := congrFun (congrFun h i) j
        simp only [Matrix.mul_apply, Matrix.transpose_apply] at e
        have s : ∑ l, (L i l * L j l - M i l * M j l)
            = L i j * L j j - M i j * M j j := by
          apply Finset.sum_eq_single j
          · intro l _ hl
            rcases lt_or_gt_of_ne hl with hlt | hgt
            · have hv : l.val < m := by
                rw [← hj]
                exact hlt
              rw [ih l.val hv l rfl i, ih l.val hv l rfl j, sub_self]
            · rw [hL.upper j l hgt, hM.upper j l hgt]
              ring
          · intro hn
            exact absurd (Finset.mem_univ j) hn
        rw [Finset.sum_sub_distrib] at s
        linarith
      -- positivity selects the sign of the diagonal entry
      have d : L j j = M j j := by
        have p := hL.diag j
        have q := hM.diag j
        have z : (L j j - M j j) * (L j j + M j j) = 0 := by
          linear_combination col j
        rcases mul_eq_zero.1 z with z | z <;> linarith
      intro i
      have c := col i
      rw [← d] at c
      exact mul_right_cancel₀ (hL.diag j).ne' c
  ext i j
  exact key j.val j rfl i
```

Orthogonal matrices are also plentiful enough to produce the zeros, whatever A is. Let a_i be row i of A, with indices starting at 0 as in Lean. Subtract from each a_i its projections on the directions already found. If something is left, normalise it and call it b_i. If nothing is left, keep the place b_i open, and at the end fill the open places with orthonormal vectors perpendicular to all the rows. Then a_i lies in the span of b_0, …, b_i, so it is perpendicular to b_j whenever i < j. Put the vectors b_j into the columns of U. Orthonormality gives UᵀU = 1, and

(AU)_ij = a_i · b_j = 0 for i < j.

In `exists_triangular_rotation`, Mathlib's `gramSchmidtOrthonormalBasis` supplies the b_j, including the filled places. The two remaining goals rewrite inner products as matrix entries.

```lean
/-- Every real square matrix becomes lower triangular under some orthogonal rotation of its
columns. -/
theorem exists_triangular_rotation (A : Matrix (Fin k) (Fin k) ℝ) :
    ∃ U : Matrix (Fin k) (Fin k) ℝ, Uᵀ * U = 1 ∧ ∀ i j, i < j → (A * U) i j = 0 := by
  have hd : Module.finrank ℝ (EuclideanSpace ℝ (Fin k)) = Fintype.card (Fin k) :=
    finrank_euclideanSpace
  -- Gram-Schmidt applied to the rows of `A`
  obtain ⟨b, hb⟩ : ∃ b : OrthonormalBasis (Fin k) ℝ (EuclideanSpace ℝ (Fin k)),
      ∀ i j, i < j → inner ℝ (b j) (WithLp.toLp 2 (A i)) = 0 :=
    ⟨gramSchmidtOrthonormalBasis hd (fun i => WithLp.toLp 2 (A i)),
      fun i j hij => gramSchmidtOrthonormalBasis_inv_triangular hd _ hij⟩
  refine ⟨Matrix.of fun i j => (b j).ofLp i, ?_, ?_⟩
  · ext i j
    have e := orthonormal_iff_ite.1 b.orthonormal i j
    rw [PiLp.inner_apply] at e
    rw [Matrix.mul_apply, Matrix.one_apply, ← e]
    refine Finset.sum_congr rfl fun l _ => ?_
    simp [mul_comm]
  · intro i j hij
    have e := hb i j hij
    rw [PiLp.inner_apply] at e
    rw [Matrix.mul_apply, ← e]
    refine Finset.sum_congr rfl fun l _ => ?_
    simp
```

## An invertible top block

Physically, det A ≠ 0 says that no nonzero combination of the occupied orbitals has vanishing coefficients on all of the first k basis functions. The order of the basis functions therefore matters. If C has rank k but this block is singular, some other choice of k rows is invertible, and the basis can be reordered.

The next lemma says that a matrix of the gauge shape is itself invertible: its determinant is the product of its diagonal entries, all positive.

```lean
/-- The determinant of a lower triangular matrix with positive diagonal is nonzero. -/
theorem IsPosLower.det_ne_zero {L : Matrix (Fin k) (Fin k) ℝ} (hL : IsPosLower L) :
    L.det ≠ 0 := by
  rw [Matrix.det_of_isLowerTriangular L (fun i j hij => hL.upper i j hij)]
  exact Finset.prod_ne_zero_iff.2 fun i _ => (hL.diag i).ne'
```

The derivation uses det A ≠ 0 twice. First, take an orthogonal U with AU lower triangular. From UᵀU = 1 we get (det U)² = 1, so

det(AU) = det A · det U ≠ 0.

This determinant is the product of the diagonal entries of AU, so none of them is zero. Let s_j = ±1 be the sign of entry j, let diag(s) be the diagonal matrix of these signs, and set V = U diag(s). Then

VᵀV = diag(s) UᵀU diag(s) = diag(s)² = 1,

and column j of AU has been multiplied by s_j. The zeros survive and the diagonal becomes positive, so V fixes the gauge.

Second, let W be any other orthogonal matrix that fixes the gauge. Then

(AW)(AW)ᵀ = AAᵀ = (AV)(AV)ᵀ.

Both AW and AV have the gauge shape, so AW = AV. Multiplying by A⁻¹ from the left gives W = V.

In `existsUnique_gauge`, the hypothesis `hC` states that the block has nonzero determinant. The conclusion `∃!` ranges over all real k × k matrices and asks for orthogonality and the gauge shape together. The proof names the block `A`, chooses the signs `s`, and checks the two properties of `U * diagonal s` as `hV` and `hVL`. For uniqueness it applies `density_rotate` to the block itself and then `cholesky_unique`; the closing `calc` cancels `A`.

```lean
/-- If the first `k` rows of `C` form an invertible block, exactly one orthogonal rotation `U`
of the occupied orbitals makes the first `k` rows of `C U` lower triangular with positive
diagonal. -/
theorem existsUnique_gauge (h : k ≤ n) (C : Matrix (Fin n) (Fin k) ℝ)
    (hC : (topBlock h C).det ≠ 0) :
    ∃! U : Matrix (Fin k) (Fin k) ℝ, Uᵀ * U = 1 ∧ IsPosLower (topBlock h (C * U)) := by
  simp only [topBlock_mul]
  generalize topBlock h C = A at hC
  obtain ⟨U, hU, hT⟩ := exists_triangular_rotation A
  have hdet : (A * U).det ≠ 0 := by
    have hu := congrArg Matrix.det hU
    rw [Matrix.det_mul, Matrix.det_transpose, Matrix.det_one] at hu
    rw [Matrix.det_mul]
    refine mul_ne_zero hC fun h0 => ?_
    rw [h0] at hu
    norm_num at hu
  rw [Matrix.det_of_isLowerTriangular (A * U) (fun i j hij => hT i j hij)] at hdet
  -- orbital signs that make the diagonal positive
  have hsign : ∀ j, ∃ s : ℝ, s * s = 1 ∧ 0 < (A * U) j j * s := by
    intro j
    rcases lt_or_gt_of_ne (Finset.prod_ne_zero_iff.1 hdet j (Finset.mem_univ j)) with hj | hj
    · exact ⟨-1, by norm_num, by linarith⟩
    · exact ⟨1, by norm_num, by linarith⟩
  choose s hs hpos using hsign
  have hV : (U * diagonal s)ᵀ * (U * diagonal s) = 1 := by
    calc (U * diagonal s)ᵀ * (U * diagonal s) = diagonal s * (Uᵀ * U) * diagonal s := by
          rw [Matrix.transpose_mul, Matrix.diagonal_transpose]
          simp only [Matrix.mul_assoc]
      _ = 1 := by
          rw [hU, Matrix.mul_one, Matrix.diagonal_mul_diagonal]
          simp [hs]
  have hVL : IsPosLower (A * (U * diagonal s)) := by
    rw [← Matrix.mul_assoc]
    constructor
    · intro i j hij
      rw [Matrix.mul_diagonal, hT i j hij, zero_mul]
    · intro j
      rw [Matrix.mul_diagonal]
      exact hpos j
  refine ⟨U * diagonal s, ⟨hV, hVL⟩, ?_⟩
  rintro W ⟨hW, hWL⟩
  -- both rotated blocks are lower triangular with positive diagonal and have the same product
  -- with their transpose, hence coincide
  have e : A * W = A * (U * diagonal s) :=
    cholesky_unique hWL hVL (by rw [density_rotate A hW, density_rotate A hV])
  have hi : A⁻¹ * A = 1 := Matrix.nonsing_inv_mul A (isUnit_iff_ne_zero.2 hC)
  calc W = A⁻¹ * (A * W) := by rw [← Matrix.mul_assoc, hi, Matrix.one_mul]
    _ = A⁻¹ * (A * (U * diagonal s)) := by rw [e]
    _ = U * diagonal s := by rw [← Matrix.mul_assoc, hi, Matrix.one_mul]
```

If the block is singular, no gauge-fixing matrix exists. The simplest case is one orbital in two basis functions with coefficient zero on the first: neither sign makes a zero positive. In general, if AU has the gauge shape, then det A · det U ≠ 0, and so det A ≠ 0. The theorem `det_ne_zero_of_gauge` states this for every square U, orthogonal or not. Invertibility is thus exactly the condition under which the gauge can be reached.

```lean
/-- If some matrix `U` makes the first `k` rows of `C U` lower triangular with positive
diagonal, then the first `k` rows of `C` form an invertible block. -/
theorem det_ne_zero_of_gauge (h : k ≤ n) (C : Matrix (Fin n) (Fin k) ℝ)
    (U : Matrix (Fin k) (Fin k) ℝ) (hU : IsPosLower (topBlock h (C * U))) :
    (topBlock h C).det ≠ 0 := by
  have hd := hU.det_ne_zero
  rw [topBlock_mul, Matrix.det_mul] at hd
  exact left_ne_zero_of_mul hd
```

## Equal density matrices

Two runs that reach the same state share a density matrix, but nobody hands us the rotation that connects their orbitals. The last theorem needs no such rotation. It assumes that C and D are both already in the gauge and that CCᵀ = DDᵀ, and concludes C = D.

Let L and M be the top blocks of C and D. The first k rows and columns of the density equation say LLᵀ = MMᵀ, so L = M. Keeping all rows but only the first k columns gives

CLᵀ = DMᵀ = DLᵀ.

Since L is invertible, Lᵀ cancels from the right and C = D. In `eq_of_density_eq` these steps are `t`, `e2` and the final `calc`, with `IsPosLower.det_ne_zero` justifying the cancellation.

```lean
/-- Two coefficient matrices with the same density matrix, both with first `k` rows lower
triangular with positive diagonal, are equal. -/
theorem eq_of_density_eq (h : k ≤ n) {C D : Matrix (Fin n) (Fin k) ℝ}
    (hC : IsPosLower (topBlock h C)) (hD : IsPosLower (topBlock h D))
    (e : C * Cᵀ = D * Dᵀ) : C = D := by
  have t : topBlock h C = topBlock h D := by
    refine cholesky_unique hC hD ?_
    ext i j
    have eij := congrFun (congrFun e (Fin.castLE h i)) (Fin.castLE h j)
    simpa [topBlock, Matrix.mul_apply] using eij
  have e2 : C * (topBlock h C)ᵀ = D * (topBlock h D)ᵀ := by
    ext i j
    have eij := congrFun (congrFun e i) (Fin.castLE h j)
    simpa [topBlock, Matrix.mul_apply] using eij
  rw [← t] at e2
  -- cancel the common invertible block
  have hi : (topBlock h C)ᵀ * ((topBlock h C)ᵀ)⁻¹ = 1 := by
    apply Matrix.mul_nonsing_inv
    rw [Matrix.det_transpose]
    exact isUnit_iff_ne_zero.2 hC.det_ne_zero
  calc C = C * (topBlock h C)ᵀ * ((topBlock h C)ᵀ)⁻¹ := by
        rw [Matrix.mul_assoc, hi, Matrix.mul_one]
    _ = D * (topBlock h C)ᵀ * ((topBlock h C)ᵀ)⁻¹ := by rw [e2]
    _ = D := by rw [Matrix.mul_assoc, hi, Matrix.mul_one]

end OccupiedGaugeFixing
```

If the densities differ, C and D cannot be equal. If only one of the two matrices is in the gauge, the other may still be a rotated copy of it. Strict positivity matters here too: the one-column matrices with entries (0, 1) and (0, −1) have the same density and top blocks with nonnegative diagonal, yet they differ.

Complex orbitals would need unitary matrices in place of orthogonal ones, with a phase for each orbital where the real case has a sign.

```lean
#print axioms OccupiedGaugeFixing.existsUnique_gauge
#print axioms OccupiedGaugeFixing.det_ne_zero_of_gauge
#print axioms OccupiedGaugeFixing.eq_of_density_eq
```

```
'OccupiedGaugeFixing.existsUnique_gauge' depends on axioms: [propext, Classical.choice, Quot.sound]
'OccupiedGaugeFixing.det_ne_zero_of_gauge' depends on axioms: [propext, Classical.choice, Quot.sound]
'OccupiedGaugeFixing.eq_of_density_eq' depends on axioms: [propext, Classical.choice, Quot.sound]
```
